# Exponential recoil tail of trion emission in two dimensions

In a simple model without line broadening, the low-energy side of the emission line of a charged exciton falls off as an exponential $e^{-x/w}$ in the redshift $x$, and a fitted width $w$ can be converted into the trion temperature $T$ once the masses and the form-factor parameter of the model are known. The conversion rests on a closed formula for $w$, derived here for a trion and a remaining electron with parabolic isotropic dispersions in a plane, a Boltzmann distribution of momenta and a Gaussian form factor.

## The claim and its derivation

Set $\hbar = k_B = 1$. A trion of mass $m+M$ consists of an electron of mass $m$ and an exciton of mass $M$, and has centre-of-mass momentum of magnitude $k > 0$. On recombination the photon carries negligible momentum, so the electron left behind has momentum $k$. The photon energy lies below the $k = 0$ line by

$$r(k) = \frac{k^2}{2m} - \frac{k^2}{2(m+M)}.$$

The emission weight is the product of the two-dimensional density of states per unit of $k$ (proportional to $k$, whereas the density per unit energy is constant), the Boltzmann factor at temperature $T$, and a factor $e^{-ck^2}$, $c \ge 0$, for the momentum dependence of the emission rate:

$$g(k) = k\,\exp\!\Big(-\frac{k^2}{2(m+M)T} - ck^2\Big).$$

Define $w$ by $1/w = m/(MT) + 2c\,m(m+M)/M$. For $m, M, T > 0$ and $c \ge 0$ the claim is that the fraction of weight with $r > x$ is $e^{-x/w}$ for every $x \ge 0$, that the mean redshift is $w$, that the mean redshift within the tail $r > x$ is $x + w$, and that $w \le MT/m$ with equality exactly when $c = 0$.

Step 1. Put $a = \frac{1}{2(m+M)T} + c > 0$ and $b = \frac{M}{2m(m+M)} > 0$. Then $g(k) = k e^{-ak^2}$ and $r(k) = \frac{(m+M) - m}{2m(m+M)}k^2 = bk^2$. Also

$$\frac{a}{b} = \frac{2m(m+M)}{M}\Big(\frac{1}{2(m+M)T} + c\Big) = \frac{m}{MT} + \frac{2c\,m(m+M)}{M} = \frac1w .$$

Step 2. The function $-e^{-ak^2}/(2a)$ has derivative $ke^{-ak^2}$. The function $-(ak^2+1)e^{-ak^2}/(2a^2)$ has derivative $-\frac{1}{2a^2}\big[2ak - 2ak(ak^2+1)\big]e^{-ak^2} = k^3 e^{-ak^2}$. Both vanish as $k \to \infty$, so for $s \ge 0$

$$\int_s^\infty k e^{-ak^2}dk = \frac{e^{-as^2}}{2a}, \qquad \int_s^\infty k^3 e^{-ak^2}dk = \frac{(as^2+1)e^{-as^2}}{2a^2}.$$

Step 3. For $k > 0$ and $x \ge 0$, $bk^2 > x$ holds exactly when $k > s = \sqrt{x/b}$, and $as^2 = ax/b = x/w$.

Step 4. The tail integrals follow:

$$\int_{r>x} g\,dk = \frac{e^{-x/w}}{2a}, \qquad \int_{r>x} r g\,dk = b\,\frac{(x/w+1)e^{-x/w}}{2a^2} = (x+w)\frac{e^{-x/w}}{2a},$$

using $b/a = w$. At $x = 0$ they become the totals $1/(2a)$ and $w/(2a)$. Dividing the first tail integral by $1/(2a)$ gives the fraction $e^{-x/w}$, the ratio of the totals gives the mean $w$, and the ratio of the two tail integrals gives $x + w$.

Step 5. Write $1/w = p + cq$ with $p = m/(MT) > 0$ and $q = 2m(m+M)/M > 0$. Then $1/w \ge p$, so $w \le MT/m$, with equality exactly when $cq = 0$, that is $c = 0$.

## Formal development

```lean
import Mathlib

open Real Set Filter Topology MeasureTheory

namespace TrionRecoil

noncomputable section
```

All quantities are real numbers. The variable `k` is the radial momentum; the angular factor $2\pi$ and every other constant prefactor is left out of `weight`, since it cancels in each ratio. The Gaussian form of the $c$ term is a definition of the model and is not derived from a trion wave function.

```lean
/-- Emission weight of a trion of mass `m + M` with in-plane momentum `k`: density of states,
Boltzmann factor at temperature `T` and Gaussian form factor `exp (-c k²)`. -/
def weight (m M T c k : ℝ) : ℝ := k * exp (-k ^ 2 / (2 * (m + M) * T) - c * k ^ 2)

/-- Recoil redshift: kinetic energy of the electron left behind minus that of the trion. -/
def redshift (m M k : ℝ) : ℝ := k ^ 2 / (2 * m) - k ^ 2 / (2 * (m + M))
```

`width` is $w$, written directly as the inverse of $1/w$, and `tailSet m M x` is the set of $k > 0$ with $r(k) > x$.

```lean
/-- The width `w`, with `1/w = m/(MT) + 2c m(m+M)/M`. -/
def width (m M T c : ℝ) : ℝ := (m / (M * T) + 2 * c * m * (m + M) / M)⁻¹

/-- Positive momenta whose redshift exceeds `x`. -/
def tailSet (m M x : ℝ) : Set ℝ := {k | 0 < k ∧ x < redshift m M k}
```

`decay` and `recoil` are $a$ and $b$.

```lean
/-- Total Gaussian exponent `a = 1/(2(m+M)T) + c`. -/
def decay (m M T c : ℝ) : ℝ := 1 / (2 * (m + M) * T) + c

/-- Recoil coefficient `b = M/(2m(m+M))`. -/
def recoil (m M : ℝ) : ℝ := M / (2 * m * (m + M))
```

The boundary terms of step 2 need $(ak^2)^n e^{-ak^2} \to 0$. `gauss_tendsto` obtains it by composing $u^n e^{-u} \to 0$ with $u = ak^2 \to \infty$.

```lean
/-- For `a > 0`, `(a k²)ⁿ exp (-a k²)` vanishes at large momentum. -/
theorem gauss_tendsto (n : ℕ) {a : ℝ} (ha : 0 < a) :
    Tendsto (fun k : ℝ => (a * k ^ 2) ^ n * exp (-(a * k ^ 2))) atTop (𝓝 0) :=
  (Real.tendsto_pow_mul_exp_neg_atTop_nhds_zero n).comp
    ((tendsto_pow_atTop two_ne_zero).const_mul_atTop ha)
```

`gauss_first` is the first integral of step 2 on `Ioi s`, the half-line $k > s$. The proof supplies the derivative of the antiderivative (`hd`), the sign of the integrand (`hp`) and the limit at infinity (`ht`). For a non-negative integrand these three facts give both integrability and the value, the limit minus the antiderivative at $s$.

```lean
/-- `k exp (-a k²)` is integrable on `k > s ≥ 0` with integral `exp (-a s²)/(2a)`. -/
theorem gauss_first {a s : ℝ} (ha : 0 < a) (hs : 0 ≤ s) :
    IntegrableOn (fun k : ℝ => k * exp (-(a * k ^ 2))) (Ioi s) ∧
    ∫ k in Ioi s, k * exp (-(a * k ^ 2)) = exp (-(a * s ^ 2)) / (2 * a) := by
  -- antiderivative -exp(-a k²)/(2a)
  have hd : ∀ k ∈ Ici s, HasDerivAt (fun k : ℝ => -(1 / (2 * a)) * exp (-(a * k ^ 2)))
      (k * exp (-(a * k ^ 2))) k := by
    intro k _
    have h0 : HasDerivAt (fun k : ℝ => a * k ^ 2) (a * (2 * k)) k :=
      ((hasDerivAt_pow 2 k).const_mul a).congr_deriv (by norm_num)
    exact (h0.fun_neg.exp.const_mul (-(1 / (2 * a)))).congr_deriv (by field_simp)
  have hp : ∀ k ∈ Ioi s, 0 ≤ k * exp (-(a * k ^ 2)) := by
    intro k hk
    have : 0 < k := lt_of_le_of_lt hs hk
    positivity
  have ht : Tendsto (fun k : ℝ => -(1 / (2 * a)) * exp (-(a * k ^ 2))) atTop (𝓝 0) := by
    have := (gauss_tendsto 0 ha).const_mul (-(1 / (2 * a)))
    simpa only [pow_zero, one_mul, mul_zero] using this
  refine ⟨integrableOn_Ioi_deriv_of_nonneg' hd hp ht, ?_⟩
  rw [integral_Ioi_of_hasDerivAt_of_nonneg' hd hp ht]
  ring
```

`gauss_third` has the same structure. The antiderivative is split as $ak^2e^{-ak^2} + e^{-ak^2}$, so that the product rule gives `hd` and the cases $n = 1$ and $n = 0$ of `gauss_tendsto` give `ht`.

```lean
/-- `k³ exp (-a k²)` is integrable on `k > s ≥ 0` with integral
`(a s² + 1) exp (-a s²)/(2a²)`. -/
theorem gauss_third {a s : ℝ} (ha : 0 < a) (hs : 0 ≤ s) :
    IntegrableOn (fun k : ℝ => k ^ 3 * exp (-(a * k ^ 2))) (Ioi s) ∧
    ∫ k in Ioi s, k ^ 3 * exp (-(a * k ^ 2))
      = (a * s ^ 2 + 1) * exp (-(a * s ^ 2)) / (2 * a ^ 2) := by
  -- antiderivative -(a k² + 1) exp(-a k²)/(2a²)
  have hd : ∀ k ∈ Ici s, HasDerivAt (fun k : ℝ => -(1 / (2 * a ^ 2)) *
      (a * k ^ 2 * exp (-(a * k ^ 2)) + exp (-(a * k ^ 2)))) (k ^ 3 * exp (-(a * k ^ 2))) k := by
    intro k _
    have h0 : HasDerivAt (fun k : ℝ => a * k ^ 2) (a * (2 * k)) k :=
      ((hasDerivAt_pow 2 k).const_mul a).congr_deriv (by norm_num)
    have h1 := h0.fun_neg.exp
    exact (((h0.fun_mul h1).fun_add h1).const_mul (-(1 / (2 * a ^ 2)))).congr_deriv
      (by field_simp; ring)
  have hp : ∀ k ∈ Ioi s, 0 ≤ k ^ 3 * exp (-(a * k ^ 2)) := by
    intro k hk
    have : 0 < k := lt_of_le_of_lt hs hk
    positivity
  have ht : Tendsto (fun k : ℝ => -(1 / (2 * a ^ 2)) *
      (a * k ^ 2 * exp (-(a * k ^ 2)) + exp (-(a * k ^ 2)))) atTop (𝓝 0) := by
    have := ((gauss_tendsto 1 ha).add (gauss_tendsto 0 ha)).const_mul (-(1 / (2 * a ^ 2)))
    simpa only [pow_zero, pow_one, one_mul, add_zero, mul_zero] using this
  refine ⟨integrableOn_Ioi_deriv_of_nonneg' hd hp ht, ?_⟩
  rw [integral_Ioi_of_hasDerivAt_of_nonneg' hd hp ht]
  ring
```

`normal_form` is step 1: positivity of $a$ and $b$, the forms $ke^{-ak^2}$ and $bk^2$, and $w = b/a$, the last by showing that $1/w = a/b$ and inverting.

```lean
variable {m M T c x : ℝ}

/-- The weight is `k exp (-a k²)`, the redshift is `b k²` and the width is `b/a`,
with `a` and `b` positive. -/
theorem normal_form (hm : 0 < m) (hM : 0 < M) (hT : 0 < T) (hc : 0 ≤ c) :
    0 < decay m M T c ∧ 0 < recoil m M ∧
    (∀ k, weight m M T c k = k * exp (-(decay m M T c * k ^ 2))) ∧
    (∀ k, redshift m M k = recoil m M * k ^ 2) ∧
    width m M T c = recoil m M / decay m M T c := by
  refine ⟨by unfold decay; positivity, by unfold recoil; positivity, fun k => ?_, fun k => ?_, ?_⟩
  · have : -k ^ 2 / (2 * (m + M) * T) - c * k ^ 2 = -(decay m M T c * k ^ 2) := by
      unfold decay; ring
    rw [weight, this]
  · unfold redshift recoil
    field_simp
    ring
  · have : m / (M * T) + 2 * c * m * (m + M) / M = decay m M T c / recoil m M := by
      unfold decay recoil
      field_simp
    rw [width, this, inv_div]
```

`tailSet_eq` is the first half of step 3. It takes only the facts about $b$ from `normal_form`, at the arbitrary values $T = 1$, $c = 0$. It carries no condition on $x$: Lean's square root of a negative number is $0$, and for $x < 0$ the tail is indeed all of $k > 0$.

```lean
/-- The positive momenta with redshift above `x` are those with `k > √(x/b)`. -/
theorem tailSet_eq (hm : 0 < m) (hM : 0 < M) (x : ℝ) :
    tailSet m M x = Ioi (√(x / recoil m M)) := by
  obtain ⟨-, hb, -, hr, -⟩ := normal_form hm hM one_pos le_rfl
  ext k
  change (0 < k ∧ x < redshift m M k) ↔ √(x / recoil m M) < k
  rw [hr]
  constructor
  · rintro ⟨hk, h⟩
    rw [Real.sqrt_lt' hk, div_lt_iff₀ hb]
    linarith
  · intro h
    have hk : 0 < k := lt_of_le_of_lt (Real.sqrt_nonneg _) h
    rw [Real.sqrt_lt' hk, div_lt_iff₀ hb] at h
    exact ⟨hk, by linarith⟩
```

`tail_integrals` is step 4 before division. It evaluates both Gaussian integrals at $s = \sqrt{x/b}$; `hth` is $as^2 = x/w$, and there `hx : 0 ≤ x` is used to square the root. `f3` writes $rg = b\,k^3e^{-ak^2}$, and the last lines are the algebra that turns $b(x/w+1)/(2a^2)$ into $(x+w)/(2a)$.

```lean
/-- On the momenta with redshift above `x ≥ 0`, weight and redshift times weight are
integrable, with integrals `exp (-x/w)/(2a)` and `(x + w) exp (-x/w)/(2a)`. -/
theorem tail_integrals (hm : 0 < m) (hM : 0 < M) (hT : 0 < T) (hc : 0 ≤ c) (hx : 0 ≤ x) :
    IntegrableOn (weight m M T c) (tailSet m M x) ∧
    IntegrableOn (fun k => redshift m M k * weight m M T c k) (tailSet m M x) ∧
    ∫ k in tailSet m M x, weight m M T c k = exp (-x / width m M T c) / (2 * decay m M T c) ∧
    ∫ k in tailSet m M x, redshift m M k * weight m M T c k
      = (x + width m M T c) * (exp (-x / width m M T c) / (2 * decay m M T c)) := by
  obtain ⟨ha, hb, hw, hr, hW⟩ := normal_form hm hM hT hc
  have hs := Real.sqrt_nonneg (x / recoil m M)
  obtain ⟨i1, e1⟩ := gauss_first ha hs
  obtain ⟨i3, e3⟩ := gauss_third ha hs
  have f1 : weight m M T c = fun k => k * exp (-(decay m M T c * k ^ 2)) := funext hw
  have f3 : (fun k => redshift m M k * weight m M T c k)
      = fun k => recoil m M * (k ^ 3 * exp (-(decay m M T c * k ^ 2))) := by
    funext k; rw [hw, hr]; ring
  -- at the threshold momentum, a k² = x/w
  have hth : decay m M T c * √(x / recoil m M) ^ 2 = x / width m M T c := by
    rw [Real.sq_sqrt (div_nonneg hx hb.le), hW]
    field_simp
  rw [hth] at e1 e3
  rw [f3, f1, tailSet_eq hm hM, neg_div]
  refine ⟨i1, i3.const_mul _, e1, ?_⟩
  rw [integral_const_mul, e3]
  generalize exp (-(x / width m M T c)) = E
  rw [hW]
  field_simp
```

The main theorem reads: for $m, M, T > 0$ and $c \ge 0$, both $g$ and $rg$ are Lebesgue integrable on $k > 0$, the total weight is positive, the normalised tail weight equals $e^{-x/w}$ for all $x \ge 0$, and the normalised mean of $r$ equals $w$. The proof identifies `tailSet m M 0` with `Ioi 0` (`h0`), reads off the totals, and divides. The model contains no homogeneous or inhomogeneous broadening, no Fermi sea of free electrons, no photon momentum and no band nonparabolicity.

```lean
/-- Recoil line shape: the total weight on `k > 0` is finite and positive, the fraction of it
with redshift above `x ≥ 0` is `exp (-x/w)`, and the mean redshift exists and equals `w`. -/
theorem recoil_tail (hm : 0 < m) (hM : 0 < M) (hT : 0 < T) (hc : 0 ≤ c) :
    IntegrableOn (weight m M T c) (Ioi 0) ∧
    IntegrableOn (fun k => redshift m M k * weight m M T c k) (Ioi 0) ∧
    0 < ∫ k in Ioi 0, weight m M T c k ∧
    (∀ x, 0 ≤ x → (∫ k in tailSet m M x, weight m M T c k) / (∫ k in Ioi 0, weight m M T c k)
      = exp (-x / width m M T c)) ∧
    (∫ k in Ioi 0, redshift m M k * weight m M T c k) / (∫ k in Ioi 0, weight m M T c k)
      = width m M T c := by
  have ha := (normal_form hm hM hT hc).1
  -- every k > 0 has positive redshift, so x = 0 gives the totals
  have h0 : tailSet m M 0 = Ioi 0 := by rw [tailSet_eq hm hM, zero_div, Real.sqrt_zero]
  obtain ⟨i1, i3, e1, e3⟩ := tail_integrals hm hM hT hc (le_refl 0)
  rw [h0] at i1 i3 e1 e3
  rw [neg_zero, zero_div, exp_zero] at e1 e3
  refine ⟨i1, i3, by rw [e1]; positivity, fun x hx => ?_, ?_⟩
  · rw [(tail_integrals hm hM hT hc hx).2.2.1, e1]
    generalize exp (-x / width m M T c) = E
    field_simp
  · rw [e3, e1, zero_add]
    field_simp
```

`tail_mean` divides the two tail integrals and cancels the positive factor $e^{-x/w}/(2a)$.

```lean
/-- The mean redshift among the momenta with redshift above `x ≥ 0` is `x + w`. -/
theorem tail_mean (hm : 0 < m) (hM : 0 < M) (hT : 0 < T) (hc : 0 ≤ c) (hx : 0 ≤ x) :
    (∫ k in tailSet m M x, redshift m M k * weight m M T c k)
      / (∫ k in tailSet m M x, weight m M T c k) = x + width m M T c := by
  have ha := (normal_form hm hM hT hc).1
  obtain ⟨-, -, e1, e3⟩ := tail_integrals hm hM hT hc hx
  rw [e1, e3]
  exact mul_div_cancel_right₀ _ (by positivity)
```

`width_le` is step 5, with `hp` and `hq` the positivity of $p$ and $q$.

```lean
/-- The width is at most `MT/m`, with equality exactly when `c = 0`. -/
theorem width_le (hm : 0 < m) (hM : 0 < M) (hT : 0 < T) (hc : 0 ≤ c) :
    width m M T c ≤ M * T / m ∧ (width m M T c = M * T / m ↔ c = 0) := by
  have hq : 0 < 2 * m * (m + M) / M := by positivity
  have hp : 0 < m / (M * T) := by positivity
  have hd : 2 * c * m * (m + M) / M = c * (2 * m * (m + M) / M) := by ring
  have hn := mul_nonneg hc hq.le
  rw [width, hd, ← inv_div m (M * T)]
  refine ⟨(inv_le_inv₀ (by linarith) hp).2 (by linarith), ?_⟩
  rw [inv_inj]
  constructor
  · intro h
    have : c * (2 * m * (m + M) / M) = 0 := by linarith
    exact (mul_eq_zero.1 this).resolve_right hq.ne'
  · intro h
    rw [h, zero_mul, add_zero]

end

end TrionRecoil
```

```lean
#print axioms TrionRecoil.recoil_tail
-- 'TrionRecoil.recoil_tail' depends on axioms: [propext, Classical.choice, Quot.sound]
#print axioms TrionRecoil.tail_mean
-- 'TrionRecoil.tail_mean' depends on axioms: [propext, Classical.choice, Quot.sound]
#print axioms TrionRecoil.width_le
-- 'TrionRecoil.width_le' depends on axioms: [propext, Classical.choice, Quot.sound]
```

## Fitting, sampling and the second moment

The paragraphs below are consequences by ordinary algebra and calculus, not theorems of the file.

Differentiating the tail fraction $e^{-x/w}$ gives the normalised intensity per unit redshift, $e^{-x/w}/w$ for $x > 0$, so the unbroadened line of the model decays with the same width $w$. In a fit, the definition of $w$ is solved for the temperature, $1/T = (M/m)(1/w) - 2c(m+M)$, which gives a positive $T$ only if the right side is positive. Setting $c = 0$ in that step gives the estimate $mw/M$, which by `width_le` does not exceed the true $T$ of the model. In a simulated line shape, a uniform random number $u$ in $(0,1)$ gives $k = \sqrt{-\ln u/a}$ and $r = -w\ln u$, and a broadening that is the same for every $k$ can be applied afterwards by convolution.

The momentum could have been modelled as a vector in the plane, with the weight $e^{-a|\mathbf k|^2}$ integrated over $\mathbb{R}^2$. The factor $k$ would then come from the change to polar coordinates instead of being part of the definition, both integrals would gain $2\pi$, and every ratio would stay the same.

The antiderivative $-(a^2k^4 + 2ak^2 + 2)e^{-ak^2}/(2a^3)$ of $k^5e^{-ak^2}$, whose limit at infinity also needs the case $n = 2$ of `gauss_tendsto`, gives a mean of $r^2$ equal to $2w^2$, so the standard deviation of the redshift is also $w$.
